# Only even photon counts leave a balanced beam splitter fed with twin Fock states

Suppose exactly $n$ photons enter each input port of a balanced beam splitter (a twin Fock state), and each photon is treated as an independent coin toss. The predicted probability of $k$ photons in the first output port is then $\binom{2n}{k}/4^n$, which is positive for every $k$ from $0$ to $2n$. For identical photons this is wrong. Already at $n=1$ it predicts one photon in each output half of the time, while the two-photon amplitudes for that event cancel. The correct amplitude contains a permanent, a sum of $(2n)!$ products of matrix elements, here equal in size and differing only in sign, and its zeros are hard to see term by term.

Let the rows $i$ and columns $j$ run from $0$ to $2n-1$. Columns stand for input photons, the first $n$ from one port and the rest from the other; rows stand for detected photons, the first $k$ in the first output port. Put $c_j=1$ for $j<n$ and $c_j=-1$ otherwise. The matrix $M$ has $M_{ij}=1$ for $i<k$ and $M_{ij}=c_j$ for $i\ge k$. For $k\le 2n$ the claim is

$$\operatorname{perm}M=\begin{cases}0,& k\text{ odd},\\ (-1)^{n-m}(2m)!\,(2n-2m)!\binom nm,& k=2m.\end{cases}$$

For lossless interference of identical, non-interacting photons, this gives the output number distribution at every $n$. It also supplies exact values with which a program for permanents can be compared on this family of matrices.

## From permutations to a polynomial coefficient

Let $N=2n$ and let $T$ be the set of rows with $i\ge k$, so $|T|=N-k$. The other rows contribute factors of one, hence

$$\operatorname{perm}M=F(T),\qquad F(T)=\sum_\sigma\prod_{i\in T}c_{\sigma(i)},$$

where $\sigma$ runs over all permutations.

If $|S|=|T|$, choose a permutation $\tau$ carrying $S$ onto $T$. Then $\prod_{i\in T}c_{\sigma(i)}=\prod_{i\in S}c_{\sigma\tau(i)}$. As $\sigma$ runs over all permutations, so does $\sigma\tau$, and therefore $F(S)=F(T)$.

Now sum over all sets $S$ of size $t=|T|$. With $e_t=\sum_{|S|=t}\prod_{j\in S}c_j$, which is unchanged by relabelling,

$$\binom Nt F(T)=\sum_\sigma\sum_{|S|=t}\prod_{i\in S}c_{\sigma(i)}=N!\,e_t,
\qquad F(T)=t!\,(N-t)!\,e_t .$$

The sum $e_{N-k}$ is the coefficient of $X^k$ in

$$\prod_j(X+c_j)=(X+1)^n(X-1)^n=(X^2-1)^n=\sum_{m=0}^n\binom nm(-1)^{n-m}X^{2m}.$$

Odd powers are absent, and the even ones give the stated value after multiplication by $k!\,(2n-k)!$.

The splitter's matrix elements are $\pm1/\sqrt2$, so the amplitude is

$$A_k=\frac{\operatorname{perm}M}{2^n\sqrt{k!\,(2n-k)!\,n!\,n!}} .$$

It vanishes for odd $k$. For $k=2m$ and $d=n-m$, inserting $\binom nm=n!/(m!\,d!)$ gives

$$A_{2m}^2=\frac{(2m)!\,(2d)!}{4^n\,(m!)^2(d!)^2}
=\frac{1}{4^n}\binom{2m}{m}\binom{2d}{d}.$$

At $n=1$ both photons leave together, with probability $1/2$ for each port.

## The matrix and the amplitude in Lean

The signs $c_j$ are the integers `columnSign n j`.

```lean
import Mathlib

open Polynomial
open scoped Nat

namespace TwinFockInterference

/-- The relative sign of input photon `j` at the second output port: `+1` for the first `n`
photons, `-1` for the others. -/
def columnSign (n j : ℕ) : ℤ := if j < n then 1 else -1
```

The type `Fin (2 * n)` labels both rows and columns, starting from zero. Integer entries keep the combinatorial part free of square roots.

```lean
/-- The `2n` by `2n` matrix whose rows with index below `k` are all ones, and whose other rows
have `n` ones followed by `n` entries `-1`. -/
def twinFockMatrix (n k : ℕ) : Matrix (Fin (2 * n)) (Fin (2 * n)) ℤ :=
  Matrix.of fun i j => if (i : ℕ) < k then 1 else columnSign n j
```

The amplitude is the permanent of $1/\sqrt2$ times this matrix, divided by the square root of the product of four occupation factorials, two for the outputs and two for the inputs.

```lean
/-- The amplitude for `k` photons in the first and `2n - k` in the second output port of a
balanced beam splitter fed with `n` photons in each input port, for `k ≤ 2n`. -/
noncomputable def twinFockAmplitude (n k : ℕ) : ℝ :=
  ((√2)⁻¹ • (twinFockMatrix n k).map (fun z : ℤ => (z : ℝ))).permanent /
    √((k)! * (2 * n - k)! * (n)! * (n)! : ℝ)
```

This definition is where the physics enters: that a many-boson amplitude is a normalised permanent is taken as given, not derived from creation operators. It presupposes perfectly indistinguishable photons, no loss and an exactly balanced splitter, with the phase convention that makes all entries real and puts the minus sign between the second input and the second output. A real experiment meets these conditions only approximately. For $k>2n$ the definitions still return numbers, but these describe no detection event.

## Relabelling and averaging

The first lemma says $F(S)=F(T)$ for sets of equal size, for any finite index type and any integer weights. A bijection `e` between the two sets is extended to the permutation `τ`; the last step replaces the summation variable $\sigma$ by $\sigma\tau$.

```lean
/-- For fixed weights `c`, the sum over all permutations `σ` of the product of `c (σ i)` over the
indices `i` in a finite set depends only on the size of that set. -/
theorem sum_perm_prod_eq_of_card {ι : Type*} [Fintype ι] [DecidableEq ι] (c : ι → ℤ)
    {S T : Finset ι} (h : S.card = T.card) :
    ∑ σ : Equiv.Perm ι, ∏ i ∈ S, c (σ i) = ∑ σ : Equiv.Perm ι, ∏ i ∈ T, c (σ i) := by
  -- a permutation carrying `S` onto `T`
  let e : {x // x ∈ S} ≃ {x // x ∈ T} := Finset.equivOfCardEq h
  let τ : Equiv.Perm ι := e.extendSubtype
  have hτ : ∀ f : ι → ℤ, ∏ i ∈ T, f i = ∏ i ∈ S, f (τ i) := by
    intro f
    rw [← Finset.prod_coe_sort T, ← Finset.prod_coe_sort S, ← Equiv.prod_comp e]
    refine Finset.prod_congr rfl fun x _ => ?_
    have hx : τ x = e x := e.extendSubtype_apply_of_mem x x.2
    rw [hx]
  symm
  calc ∑ σ : Equiv.Perm ι, ∏ i ∈ T, c (σ i)
      = ∑ σ : Equiv.Perm ι, ∏ i ∈ S, c ((σ * τ) i) :=
        Finset.sum_congr rfl fun σ _ => hτ (fun i => c (σ i))
    _ = _ := Equiv.sum_comp (Equiv.mulRight τ)
        (fun σ : Equiv.Perm ι => ∏ i ∈ S, c (σ i))
```

The second lemma is the formula for $F(T)$. Here `Finset.powersetCard` lists the subsets of a given size. The statement `hsum` evaluates the double sum as $\binom Nt F(T)$, and `hsym` shows that the inner sum is the same for every permutation. Exchanging the sums yields $N!\,e_t$, and the nonzero binomial coefficient is cancelled.

```lean
/-- Summing over all permutations the product of the weights received by the particles in `T` gives
`|T|! (N - |T|)!` times the elementary symmetric sum of degree `|T|` of the weights, where `N` is
the total number of particles, that is, the size of the index type. -/
theorem sum_perm_prod {ι : Type*} [Fintype ι] [DecidableEq ι] (c : ι → ℤ) (T : Finset ι) :
    ∑ σ : Equiv.Perm ι, ∏ i ∈ T, c (σ i) =
      (T.card)! * (Fintype.card ι - T.card)! *
        ∑ S ∈ Finset.powersetCard T.card Finset.univ, ∏ j ∈ S, c j := by
  -- average over all sets of the same size
  have hsum : ∑ S ∈ Finset.powersetCard T.card Finset.univ,
      ∑ σ : Equiv.Perm ι, ∏ i ∈ S, c (σ i) =
      ((Fintype.card ι).choose T.card : ℤ) * ∑ σ : Equiv.Perm ι, ∏ i ∈ T, c (σ i) := by
    rw [Finset.sum_congr rfl (fun S hS => sum_perm_prod_eq_of_card (T := T) c
      (Finset.mem_powersetCard.mp hS).2), Finset.sum_const, Finset.card_powersetCard,
      Finset.card_univ, nsmul_eq_mul]
  -- the symmetric sum does not change under relabelling
  have hsym : ∀ σ : Equiv.Perm ι,
      ∑ S ∈ Finset.powersetCard T.card Finset.univ, ∏ i ∈ S, c (σ i) =
      ∑ S ∈ Finset.powersetCard T.card Finset.univ, ∏ j ∈ S, c j := fun σ =>
    Finset.sum_equiv (Equiv.finsetCongr σ)
      (fun S => by simp [Finset.mem_powersetCard]) (fun S _ => by simp [Finset.prod_map])
  rw [Finset.sum_comm, Finset.sum_congr rfl (fun σ _ => hsym σ), Finset.sum_const,
    Finset.card_univ, Fintype.card_perm, nsmul_eq_mul] at hsum
  have hfac : ((Fintype.card ι).choose T.card : ℤ) * (T.card)! *
      (Fintype.card ι - T.card)! = (Fintype.card ι)! := by
    exact_mod_cast Nat.choose_mul_factorial_mul_factorial (Finset.card_le_univ T)
  have hne : ((Fintype.card ι).choose T.card : ℤ) ≠ 0 :=
    Nat.cast_ne_zero.mpr (Nat.choose_pos (Finset.card_le_univ T)).ne'
  apply mul_left_cancel₀ hne
  rw [← hsum, ← hfac]
  ring
```

## Reading the permanent from $(X^2-1)^n$

The product over columns is split after the first $n$ factors, which are $X+1$; the remaining $n$ are $X-1$.

```lean
/-- The generating polynomial of the twin-Fock signs: the factors `X + 1` and `X - 1` of the two
input ports pair up to `(X² - 1)^n`. -/
theorem prod_columnSign (n : ℕ) :
    ∏ j : Fin (2 * n), ((X : ℤ[X]) + C (columnSign n j)) = (X ^ 2 - 1) ^ n := by
  rw [Fin.prod_univ_eq_prod_range (fun j => (X : ℤ[X]) + C (columnSign n j)) (2 * n),
    two_mul, Finset.prod_range_add]
  have h1 : ∏ x ∈ Finset.range n, ((X : ℤ[X]) + C (columnSign n x)) = (X + 1) ^ n := by
    calc _ = ∏ _x ∈ Finset.range n, ((X : ℤ[X]) + 1) :=
          Finset.prod_congr rfl fun x hx => by simp [columnSign, Finset.mem_range.mp hx]
      _ = _ := by simp
  have h2 : ∏ x ∈ Finset.range n, ((X : ℤ[X]) + C (columnSign n (n + x))) = (X - 1) ^ n := by
    simp [columnSign, sub_eq_add_neg]
  rw [h1, h2, ← mul_pow]
  congr 1
  ring
```

The next theorem joins the two strands. It counts the rows in `T` and reduces the permanent to a sum over products of signs. The transpose appears because Mathlib's permanent lets the permutation act on the row index, whereas the sum above lets it act on the column index. The lemma `Finset.prod_X_add_C_coeff` then identifies $e_{2n-k}$ with the coefficient of $X^k$.

```lean
/-- For `k ≤ 2n` the permanent of the twin-Fock matrix is `k! (2n - k)!` times the coefficient
of `X^k` in `(X² - 1)^n`. -/
theorem permanent_eq_coeff {n k : ℕ} (hk : k ≤ 2 * n) :
    (twinFockMatrix n k).permanent =
      (k)! * (2 * n - k)! * ((X ^ 2 - 1 : ℤ[X]) ^ n).coeff k := by
  let T : Finset (Fin (2 * n)) := Finset.univ.filter fun i => ¬ (i : ℕ) < k
  have hT : T.card = 2 * n - k := by
    have hI : (Finset.range (2 * n)).filter (fun i => ¬ i < k) = Finset.Ico k (2 * n) := by
      ext i
      simp only [Finset.mem_filter, Finset.mem_range, Finset.mem_Ico]
      omega
    rw [Finset.card_filter,
      Fin.sum_univ_eq_sum_range (fun i => if ¬ i < k then 1 else 0) (2 * n),
      ← Finset.card_filter, hI, Nat.card_Ico]
  -- only the rows with signs contribute to each product
  have hperm : (twinFockMatrix n k).permanent =
      ∑ σ : Equiv.Perm (Fin (2 * n)), ∏ i ∈ T, columnSign n (σ i) := by
    rw [← Matrix.permanent_transpose]
    unfold Matrix.permanent
    refine Finset.sum_congr rfl fun σ _ => ?_
    rw [Finset.prod_filter]
    refine Finset.prod_congr rfl fun i _ => ?_
    by_cases h : (i : ℕ) < k <;> simp [twinFockMatrix, h]
  have hcard : k ≤ (Finset.univ : Finset (Fin (2 * n))).card := by simpa using hk
  rw [hperm, sum_perm_prod (fun j : Fin (2 * n) => columnSign n j) T, hT, Fintype.card_fin,
    Nat.sub_sub_self hk, ← prod_columnSign, Finset.prod_X_add_C_coeff _ _ hcard,
    Finset.card_univ, Fintype.card_fin]
  ring
```

The main theorem has two parts: zero for odd `k`, and the closed form for every `m` with `k = 2 * m`. Its proof writes $(X^2-1)^n$ as $(X-1)^n$ with $X$ replaced by $X^2$, which is the operation `expand ℤ 2`. The coefficient of $X^k$ is therefore zero unless $2$ divides $k$, and otherwise it is a binomial coefficient with its sign.

```lean
/-- For `k ≤ 2n` the permanent of the twin-Fock matrix vanishes if `k` is odd, and equals
`(-1)^(n-m) (2m)! (2n-2m)! C(n,m)` if `k = 2m`. -/
theorem permanent_twinFock {n k : ℕ} (hk : k ≤ 2 * n) :
    (Odd k → (twinFockMatrix n k).permanent = 0) ∧
    ∀ m, k = 2 * m → (twinFockMatrix n k).permanent =
      (-1) ^ (n - m) * (2 * m)! * (2 * n - 2 * m)! * n.choose m := by
  -- the generating polynomial contains even powers only
  have hexp : (X ^ 2 - 1 : ℤ[X]) ^ n = expand ℤ 2 ((X + C (-1)) ^ n) := by
    simp [sub_eq_add_neg]
  rw [permanent_eq_coeff hk, hexp, coeff_expand two_pos]
  constructor
  · rintro ⟨r, rfl⟩
    rw [if_neg (by omega), mul_zero]
  · rintro m rfl
    rw [if_pos (dvd_mul_right 2 m), Nat.mul_div_cancel_left m two_pos, coeff_X_add_C_pow]
    ring
```

## Amplitudes and the even-count probabilities

Scaling every entry of a $2n\times2n$ matrix by $1/\sqrt2$ multiplies its permanent by $(1/\sqrt2)^{2n}=2^{-n}$.

```lean
/-- The beam-splitter amplitude is the integer permanent divided by `2^n` and by the square root
of the product of the occupation-number factorials. -/
theorem amplitude_eq (n k : ℕ) :
    twinFockAmplitude n k = ((twinFockMatrix n k).permanent : ℝ) /
      (2 ^ n * √((k)! * (2 * n - k)! * (n)! * (n)! : ℝ)) := by
  have hcast : ((twinFockMatrix n k).map (fun z : ℤ => (z : ℝ))).permanent =
      ((twinFockMatrix n k).permanent : ℝ) := by
    simp only [Matrix.permanent, Matrix.map_apply, Int.cast_sum, Int.cast_prod]
  rw [twinFockAmplitude, Matrix.permanent_smul, Fintype.card_fin, hcast, pow_mul, inv_pow,
    Real.sq_sqrt (by norm_num), inv_pow, ← div_div, div_eq_inv_mul _ ((2 : ℝ) ^ n)]
```

The vanishing of the odd amplitudes follows at once.

```lean
/-- With `n` photons in each input port, the amplitude for an odd number `k ≤ 2n` of photons in
the first output port is zero. -/
theorem amplitude_odd {n k : ℕ} (hk : k ≤ 2 * n) (hodd : Odd k) :
    twinFockAmplitude n k = 0 := by
  rw [amplitude_eq, (permanent_twinFock hk).1 hodd, Int.cast_zero, zero_div]
```

The last theorem gives the probability as the square of the real amplitude. The proof sets $n=m+d$, and `key` expresses factorials through binomial coefficients. The auxiliary identity `alg` carries out the cancellation, in which the sign $(-1)^d$ squares to one.

```lean
/-- With `n` photons in each input port of the balanced beam splitter and `m ≤ n`, the probability
of `2m` photons in the first output port is `C(2m,m) C(2n-2m,n-m) / 4^n`. -/
theorem probability_even {n m : ℕ} (hm : m ≤ n) :
    twinFockAmplitude n (2 * m) ^ 2 =
      ((2 * m).choose m : ℝ) * ((2 * (n - m)).choose (n - m) : ℝ) / 4 ^ n := by
  obtain ⟨d, rfl⟩ := Nat.exists_eq_add_of_le hm
  have e1 : 2 * (m + d) - 2 * m = 2 * d := by omega
  have e2 : m + d - m = d := by omega
  -- factorials in terms of binomial coefficients
  have key : ∀ a b : ℕ, ((a + b)! : ℝ) = ((a + b).choose a : ℝ) * (a)! * (b)! := by
    intro a b
    have h := Nat.choose_mul_factorial_mul_factorial (Nat.le_add_right a b)
    rw [Nat.add_sub_cancel_left] at h
    exact_mod_cast h.symm
  have h1 : ((2 * m)! : ℝ) = ((2 * m).choose m : ℝ) * (m)! * (m)! := by
    simpa only [two_mul] using key m m
  have h2 : ((2 * d)! : ℝ) = ((2 * d).choose d : ℝ) * (d)! * (d)! := by
    simpa only [two_mul] using key d d
  have h4 : (4 : ℝ) ^ (m + d) = (2 ^ (m + d)) ^ 2 := by
    rw [← pow_mul, mul_comm, pow_mul]
    norm_num
  have hs : (((-1 : ℝ)) ^ d) ^ 2 = 1 := by
    rw [← pow_mul, mul_comm, pow_mul]
    simp
  have alg : ∀ s t a b c p q : ℝ, s ^ 2 = 1 → t ≠ 0 → a ≠ 0 → b ≠ 0 → c ≠ 0 → p ≠ 0 →
      q ≠ 0 → (s * (a * p * p) * (b * q * q) * c) ^ 2 /
        (t ^ 2 * ((a * p * p) * (b * q * q) * (c * p * q) * (c * p * q))) =
        a * b / t ^ 2 := by
    intro s t a b c p q hs ht ha hb hc hp hq
    calc _ = s ^ 2 * (a * b / t ^ 2) := by field_simp
      _ = _ := by rw [hs, one_mul]
  rw [amplitude_eq, (permanent_twinFock (by omega)).2 m rfl, e1, e2]
  push_cast
  rw [div_pow, mul_pow ((2 : ℝ) ^ (m + d)), Real.sq_sqrt (by positivity), h1, h2, key m d, h4]
  exact alg _ _ _ _ _ _ _ hs (by positivity)
    (Nat.cast_ne_zero.mpr (Nat.choose_pos (by omega)).ne')
    (Nat.cast_ne_zero.mpr (Nat.choose_pos (by omega)).ne')
    (Nat.cast_ne_zero.mpr (Nat.choose_pos (by omega)).ne')
    (Nat.cast_ne_zero.mpr (Nat.factorial_ne_zero _))
    (Nat.cast_ne_zero.mpr (Nat.factorial_ne_zero _))

end TwinFockInterference
```

```lean
#print axioms TwinFockInterference.amplitude_odd
-- 'TwinFockInterference.amplitude_odd' depends on axioms: [propext, Classical.choice, Quot.sound]
#print axioms TwinFockInterference.probability_even
-- 'TwinFockInterference.probability_even' depends on axioms: [propext, Classical.choice, Quot.sound]
```
